# Dielectric susceptibility above a Landau transition in zero field: Curie–Weiss for $PQ$ coupling, constant for $PQ^n$ coupling with $n\ge2$

The dielectric susceptibility $\chi$ is defined here as an entry of an inverse matrix, not as the slope $dP/dE$ of an equilibrium curve. This gives it a value at any single state where the matrix is invertible, and the slope is recovered as a theorem. In SI units, with $F$ below a free energy per unit volume, this $\chi$ is $\varepsilon_0$, the vacuum permittivity, times the usual dimensionless susceptibility. The matrix is the Hessian of

$$F=\tfrac a2P^2+\tfrac t2Q^2+\tfrac b4Q^4-gPQ^n-EP,$$

where $P$ is the polarization, $Q$ a second order parameter, $E$ the field conjugate to $P$, $a$ and $t$ the stiffnesses of $P$ and $Q$, $b$ the quartic coefficient and $g$ the coupling. The exponent $n$ is a natural number. All the other quantities are real numbers, so the model has one component of each quantity and no spatial variation or fluctuations. The temperature dependences in the title refer to $\chi$ at the state $P=Q=0$, with $a$ and $g$ independent of temperature and $t$ linear in it; for $n=1$ the Curie–Weiss term needs $g\ne0$ and sits on a constant background $1/a$.

```lean
import Mathlib

open Filter Topology

namespace LandauPolarizationCoupling

noncomputable section

/-- Landau free energy of a polarization `P` and an order parameter `Q`, coupled by
`-g P Q^n`, in an electric field `E`. -/
def landau (a t b g E : ℝ) (n : ℕ) (P Q : ℝ) : ℝ :=
  a * P ^ 2 / 2 + t * Q ^ 2 / 2 + b * Q ^ 4 / 4 - g * P * Q ^ n - E * P
```

Differentiating once gives

$$F_P=aP-gQ^n-E,\qquad F_Q=tQ+bQ^3-ngPQ^{n-1}.$$

```lean
/-- The slope of the free energy in the polarization. -/
def gradP (a g E : ℝ) (n : ℕ) (P Q : ℝ) : ℝ := a * P - g * Q ^ n - E

/-- The slope of the free energy in the order parameter. -/
def gradQ (t b g : ℝ) (n : ℕ) (P Q : ℝ) : ℝ :=
  t * Q + b * Q ^ 3 - g * P * (n * Q ^ (n - 1))

/-- A critical point: both slopes of the free energy vanish. -/
def IsCritical (a t b g E : ℝ) (n : ℕ) (P Q : ℝ) : Prop :=
  gradP a g E n P Q = 0 ∧ gradQ t b g n P Q = 0
```

Differentiating again gives $F_{PP}=a$ and

$$F_{PQ}=-ngQ^{n-1},\qquad F_{QQ}=t+3bQ^2-n(n-1)gPQ^{n-2}.$$

A term whose numerical prefactor $n$ or $n(n-1)$ is zero is read as zero, even at $Q=0$; in Lean, subtraction of natural numbers stops at 0, so no negative power appears. In Lean, $F_{PQ}$ is `mixed` and $F_{QQ}$ is `curvature`. Index 0 of the matrix is $P$ and index 1 is $Q$, so $\chi$ is the entry `0 0` of the inverse.

```lean
/-- The mixed second derivative of the free energy. -/
def mixed (g : ℝ) (n : ℕ) (Q : ℝ) : ℝ := -(g * (n * Q ^ (n - 1)))

/-- The second derivative of the free energy in the order parameter. -/
def curvature (t b g : ℝ) (n : ℕ) (P Q : ℝ) : ℝ :=
  t + 3 * b * Q ^ 2 - g * P * (n * ((n - 1 : ℕ) * Q ^ (n - 2)))

/-- The Hessian of the free energy in the variables `(P, Q)`. -/
def hessian (a t b g : ℝ) (n : ℕ) (P Q : ℝ) : Matrix (Fin 2) (Fin 2) ℝ :=
  !![a, mixed g n Q; mixed g n Q, curvature t b g n P Q]

/-- The dielectric susceptibility: the `PP` entry of the inverse Hessian. -/
def susceptibility (a t b g : ℝ) (n : ℕ) (P Q : ℝ) : ℝ :=
  (hessian a t b g n P Q)⁻¹ 0 0
```

## A differentiable branch of critical points

Physically, the system follows the field: near the field of interest, each value $e$ has a critical state $(P(e),Q(e))$ that varies smoothly. By hand, one differentiates $F_P=0$ and $F_Q=0$ along this branch:

$$aP'+F_{PQ}Q'=1,\qquad F_{PQ}P'+F_{QQ}Q'=0.$$

The first theorem below confirms that the written slopes are the partial derivatives of $F$. The second is the chain rule along an arbitrary path, which confirms the Hessian.

```lean
/-- The two slopes are the partial derivatives of the free energy. -/
theorem landau_gradient (a t b g E : ℝ) (n : ℕ) (P Q : ℝ) :
    HasDerivAt (fun p => landau a t b g E n p Q) (gradP a g E n P Q) P ∧
    HasDerivAt (fun q => landau a t b g E n P q) (gradQ t b g n P Q) Q := by
  have h2 : ∀ x : ℝ, HasDerivAt (fun y : ℝ => y ^ 2) (2 * x) x := fun x => by
    simpa using hasDerivAt_pow 2 x
  have h4 : HasDerivAt (fun y : ℝ => y ^ 4) (4 * Q ^ 3) Q := by
    simpa using hasDerivAt_pow 4 Q
  constructor
  · have e : (fun p => landau a t b g E n p Q) = fun p =>
        a / 2 * p ^ 2 - (g * Q ^ n + E) * p + (t * Q ^ 2 / 2 + b * Q ^ 4 / 4) := by
      funext p; unfold landau; ring
    rw [e]
    exact ((((h2 P).const_mul (a / 2)).fun_sub
      ((hasDerivAt_id' P).const_mul (g * Q ^ n + E))).add_const _).congr_deriv
      (by unfold gradP; ring)
  · have e : (fun q => landau a t b g E n P q) = fun q =>
        t / 2 * q ^ 2 + b / 4 * q ^ 4 - g * P * q ^ n + (a * P ^ 2 / 2 - E * P) := by
      funext q; unfold landau; ring
    rw [e]
    exact (((((h2 Q).const_mul (t / 2)).fun_add (h4.const_mul (b / 4))).fun_sub
      ((hasDerivAt_pow n Q).const_mul (g * P))).add_const _).congr_deriv
      (by unfold gradQ; ring)

/-- Along any differentiable path in the `(P, Q)` plane, the slopes of the free energy
change at the rate given by the Hessian acting on the velocity. -/
theorem gradient_along_path (a t b g E : ℝ) (n : ℕ) {p q : ℝ → ℝ} {p' q' s : ℝ}
    (hp : HasDerivAt p p' s) (hq : HasDerivAt q q' s) :
    HasDerivAt (fun x => gradP a g E n (p x) (q x))
      (hessian a t b g n (p s) (q s) 0 0 * p' + hessian a t b g n (p s) (q s) 0 1 * q') s ∧
    HasDerivAt (fun x => gradQ t b g n (p x) (q x))
      (hessian a t b g n (p s) (q s) 1 0 * p' + hessian a t b g n (p s) (q s) 1 1 * q') s := by
  have h3 : HasDerivAt (fun x => q x ^ 3) (3 * q s ^ 2 * q') s :=
    (hq.fun_pow 3).congr_deriv (by norm_num)
  constructor
  · refine (((hp.const_mul a).fun_sub ((hq.fun_pow n).const_mul g)).sub_const E).congr_deriv ?_
    change _ = a * p' + mixed g n (q s) * q'
    unfold mixed; ring
  · refine (((hq.const_mul t).fun_add (h3.const_mul b)).fun_sub
      ((hp.const_mul g).fun_mul ((hq.fun_pow (n - 1)).const_mul (n : ℝ)))).congr_deriv ?_
    change _ = mixed g n (q s) * p' + curvature t b g n (p s) (q s) * q'
    unfold mixed curvature
    rw [show n - 2 = n - 1 - 1 by omega]
    ring
```

Criticality at one field value is not enough. For $n=2$ and nonzero $a$ and $t$, the frozen path $P=Q=0$ is critical at $E=0$, but its slope is $0$, while $\chi=1/a$ there. The existence of a branch is assumed in the response theorem, not derived.

## A nonsingular Hessian

This condition says that every small nonzero change of $(P,Q)$ changes at least one of the two slopes to first order; it does not say that the state is stable. By hand, it allows the two response equations to be solved:

$$P'=\frac{F_{QQ}}{aF_{QQ}-F_{PQ}^2}=\chi .$$

The three lemmas supply the $2\times2$ inverse, the determinant and this quotient.

```lean
private lemma inv_entry (M : Matrix (Fin 2) (Fin 2) ℝ) : M⁻¹ 0 0 = M 1 1 / M.det := by
  rw [Matrix.inv_def, Matrix.adjugate_fin_two]
  simp [Ring.inverse_eq_inv', div_eq_inv_mul]

private lemma hessian_det (a t b g : ℝ) (n : ℕ) (P Q : ℝ) :
    (hessian a t b g n P Q).det = a * curvature t b g n P Q - mixed g n Q ^ 2 := by
  rw [hessian, Matrix.det_fin_two_of]; ring

private lemma susceptibility_eq (a t b g : ℝ) (n : ℕ) (P Q : ℝ) :
    susceptibility a t b g n P Q =
      curvature t b g n P Q / (a * curvature t b g n P Q - mixed g n Q ^ 2) := by
  rw [susceptibility, inv_entry, hessian_det]; rfl
```

In the response theorem, `hc` is the branch condition and `hdet` the nonsingularity. With the field held at $E$ in the formula for $F_P$, its value on the branch is $e-E$, whose derivative is 1; $F_Q$ stays zero. Uniqueness of derivatives yields the two equations, and `linear_combination` eliminates $Q'$.

```lean
/-- Along a differentiable branch of critical points with nonsingular Hessian, the
derivative of the polarization with respect to the field is the susceptibility. -/
theorem polarization_response (a t b g E : ℝ) (n : ℕ) {p q : ℝ → ℝ} {p' q' : ℝ}
    (hp : HasDerivAt p p' E) (hq : HasDerivAt q q' E)
    (hc : ∀ᶠ e in 𝓝 E, IsCritical a t b g e n (p e) (q e))
    (hdet : (hessian a t b g n (p E) (q E)).det ≠ 0) :
    p' = susceptibility a t b g n (p E) (q E) := by
  obtain ⟨h1, h2⟩ := gradient_along_path a t b g E n hp hq
  -- On the branch the slopes at the fixed field `E` are `e - E` and `0`.
  have k1 : HasDerivAt (fun e => gradP a g E n (p e) (q e)) 1 E :=
    ((hasDerivAt_id' E).sub_const E).congr_of_eventuallyEq (hc.mono fun e he => by
      have h := he.1
      change gradP a g E n (p e) (q e) = e - E
      simp only [gradP] at h ⊢
      linarith)
  have k2 : HasDerivAt (fun e => gradQ t b g n (p e) (q e)) 0 E :=
    (hasDerivAt_const E (0 : ℝ)).congr_of_eventuallyEq (hc.mono fun e he => he.2)
  have e1 := h1.unique k1
  have e2 := h2.unique k2
  -- Solve the two linear response equations for `p'`.
  rw [susceptibility, inv_entry, eq_div_iff hdet, Matrix.det_fin_two]
  linear_combination hessian a t b g n (p E) (q E) 1 1 * e1 -
    hessian a t b g n (p E) (q E) 0 1 * e2
```

Take $n=3$, $t=0$ and $a>0$. The branch $P=e/a$, $Q=0$ has slope $1/a$, but the Hessian at $Q=0$ is $\mathrm{diag}(a,0)$. Lean assigns a singular matrix the inverse zero, so `susceptibility` returns 0 and the equality fails.

## Coupling power $n\ge2$ and nonzero $a$

The power says that $P$ couples only to a quadratic or higher power of $Q$; $a\ne0$ says that $P$ has a stiffness of its own. The absence of a bilinear term is assumed here. In a crystal, symmetry can enforce it, for example when $Q$ is the amplitude, along a fixed direction, of a multi-component order parameter that transforms differently from $P$, such as a zone-boundary distortion. At $(E/a,0)$ both $Q^n$ and $Q^{n-1}$ vanish, so $F_P=a(E/a)-E=0$ and $F_Q=0$. Also $F_{PQ}=0$, so the determinant is $aF_{QQ}$. If it is nonzero, then $\chi=F_{QQ}/(aF_{QQ})=1/a$.

The proof takes the same steps: `z1` and `z2` are the vanishing powers, and `hm` is the vanishing mixed derivative.

```lean
/-- For `n ≥ 2` the state `(E/a, 0)` is critical in every field, and its susceptibility
is `1/a` whenever the Hessian there is nonsingular. -/
theorem higher_coupling_susceptibility (a t b g E : ℝ) (n : ℕ) (ha : a ≠ 0) (hn : 2 ≤ n) :
    IsCritical a t b g E n (E / a) 0 ∧
    ((hessian a t b g n (E / a) 0).det ≠ 0 →
      susceptibility a t b g n (E / a) 0 = 1 / a) := by
  have z1 : (0 : ℝ) ^ n = 0 := zero_pow (by omega)
  have z2 : (0 : ℝ) ^ (n - 1) = 0 := zero_pow (by omega)
  have hE : a * (E / a) = E := by field_simp
  refine ⟨⟨?_, ?_⟩, fun hd => ?_⟩
  · simp only [gradP, z1, hE]; ring
  · simp only [gradQ, z2]; ring
  · -- The mixed derivative vanishes, so `P` and `Q` decouple to second order.
    have hm : mixed g n 0 = 0 := by simp only [mixed, z2]; ring
    rw [hessian_det, hm] at hd
    rw [susceptibility_eq, hm, div_eq_div_iff hd ha]
    ring
```

For $n=2$, $F_{QQ}=t-2gE/a$, so the determinant is $at-2gE$ and a field can soften $Q$. For $n\ge3$ it is $at$. These are statements about the Hessian at one state, not about global stability: with $a>0$ and $g\ne0$, putting $P=gQ^n/a$ shows that $F$ is unbounded below for $n\ge3$, and also for $n=2$ if $2g^2>ab$. The state is then at best a local minimum. Adding a term in $Q^{2n}$ with a large enough positive coefficient bounds $F$ and leaves the Hessian at $Q=0$ unchanged.

```lean
/-- The Hessian determinant at `(E/a, 0)` is `at - 2gE` for `n = 2` and `at` for `n ≥ 3`. -/
theorem higher_coupling_det (a t b g E : ℝ) (ha : a ≠ 0) :
    (hessian a t b g 2 (E / a) 0).det = a * t - 2 * g * E ∧
    ∀ n : ℕ, 3 ≤ n → (hessian a t b g n (E / a) 0).det = a * t := by
  constructor
  · have hE : a * (E / a) = E := by field_simp
    have hc : curvature t b g 2 (E / a) 0 = t - g * (E / a) * 2 := by simp [curvature]
    have hm : mixed g 2 0 = 0 := by simp [mixed]
    rw [hessian_det, hc, hm]
    linear_combination (-2 * g) * hE
  · intro n hn
    have z1 : (0 : ℝ) ^ (n - 1) = 0 := zero_pow (by omega)
    have z2 : (0 : ℝ) ^ (n - 2) = 0 := zero_pow (by omega)
    rw [hessian_det]
    simp only [curvature, mixed, z1, z2]
    ring
```

With $n=1$ the state has $F_Q=-gE/a$, so it is not critical when $g$ and $E$ are nonzero. Even at $E=0$, the values $a=t=1$, $g=\tfrac12$ give $\chi=\tfrac43$ instead of 1. With $a=0$ and $E\ne0$, no state with $Q=0$ is critical for $n\ge2$.

## Zero field and $at>g^2$ for bilinear coupling

For $n=1$ the two variables mix already at second order, and $at>g^2$ says that the product of the stiffnesses exceeds the square of the coupling. Zero field makes the origin critical, since $F_P=-E$ there. The Hessian has diagonal entries $a,t$ and off-diagonal entries $-g$, so

$$\chi=\frac{t}{at-g^2}.$$

In the proof, the inequality gives the positive determinant; the quotient comes from substituting `hc` and `hm`.

```lean
/-- For bilinear coupling in zero field with `at > g²`, the origin is critical, its Hessian
determinant is positive, and its susceptibility is `t/(at - g²)`. -/
theorem bilinear_susceptibility (a t b g : ℝ) (h : g ^ 2 < a * t) :
    IsCritical a t b g 0 1 0 0 ∧ 0 < (hessian a t b g 1 0 0).det ∧
    susceptibility a t b g 1 0 0 = t / (a * t - g ^ 2) := by
  have hc : curvature t b g 1 0 0 = t := by simp [curvature]
  have hm : mixed g 1 0 = -g := by simp [mixed]
  refine ⟨by simp [IsCritical, gradP, gradQ], ?_, ?_⟩
  · rw [hessian_det, hc, hm, neg_sq]; linarith
  · rw [susceptibility_eq, hc, hm, neg_sq]
```

With $a=t=1$ and $g=2$, the quotient is $-\tfrac13$ and the origin is a saddle.

## Positive $a$ and nonnegative $b$

A positive determinant does not by itself make the origin stable: $a=t=-1$, $g=0$ satisfies $at>g^2$, yet $F$ decreases away from the origin when $b=0$. With $a>0$ and $b\ge0$, completing the square gives

$$2aF=(aP-gQ)^2+(at-g^2)Q^2+\tfrac{ab}2Q^4 .$$

If $Q\ne0$, the second term is positive; if $Q=0$, then $P\neq0$ and the first is. The identity is `key`, and the proof splits into these two cases.

```lean
/-- For bilinear coupling in zero field with `a > 0`, `b ≥ 0` and `at > g²`, the origin has
strictly lower free energy than every other state. -/
theorem bilinear_origin_minimum (a t b g P Q : ℝ) (ha : 0 < a) (hb : 0 ≤ b)
    (h : g ^ 2 < a * t) (hPQ : P ≠ 0 ∨ Q ≠ 0) :
    landau a t b g 0 1 0 0 < landau a t b g 0 1 P Q := by
  have h0 : landau a t b g 0 1 0 0 = 0 := by simp [landau]
  -- Complete the square in the polarization.
  have key : 2 * a * landau a t b g 0 1 P Q =
      (a * P - g * Q) ^ 2 + (a * t - g ^ 2) * Q ^ 2 + a * b / 2 * Q ^ 4 := by
    unfold landau; ring
  have pos : 0 < 2 * a * landau a t b g 0 1 P Q := by
    rw [key]
    by_cases hQ : Q = 0
    · have hP : P ≠ 0 := hPQ.resolve_right (fun k => k hQ)
      have h1 : 0 < (a * P) ^ 2 := by positivity
      rw [hQ]
      nlinarith [h1]
    · have h1 : 0 < (a * t - g ^ 2) * Q ^ 2 := mul_pos (sub_pos.2 h) (by positivity)
      have h2 : 0 ≤ a * b / 2 * Q ^ 4 := by positivity
      have h3 := sq_nonneg (a * P - g * Q)
      linarith
  rw [h0]
  exact (mul_pos_iff_of_pos_left (by positivity)).1 pos
```

Without $b\ge0$ the minimum need not be global: $a=t=1$, $g=0$, $b=-1$ gives $F(0,2)=-2$.

## Linear softening, above the shifted temperature

Now let $t=\alpha(T-T_0)$, where $T$ is temperature, $T_0$ is where $Q$ alone would go soft, and $\alpha>0$ is the rate at which it stiffens on heating. This linear law is postulated, as are temperature-independent values of $a>0$ and $g$. With $T_c=T_0+g^2/(a\alpha)$,

$$at-g^2=a\alpha(T-T_c),\qquad t=\frac{a\alpha(T-T_c)+g^2}{a},$$

$$\chi=\frac1a+\frac{g^2}{a^2\alpha\,(T-T_c)} .$$

This is a Curie–Weiss term on a constant background; the term vanishes if $g=0$. In the proof `D` is $T-T_c$, `key` is the first identity and `ht` the second. The condition $T>T_c$ makes `D` positive, which supplies the hypothesis $at>g^2$ of `bilinear_susceptibility`.

```lean
/-- Curie-Weiss law: for bilinear coupling with `a > 0`, `α > 0`, `t = α (T - T₀)` and `T` above `T₀
+ g²/(aα)`, the Hessian determinant at the origin is positive and the susceptibility is a constant
`1/a` plus a term inversely proportional to the distance from that temperature. -/
theorem curie_weiss (a b g α T T₀ : ℝ) (ha : 0 < a) (hα : 0 < α)
    (hT : T₀ + g ^ 2 / (a * α) < T) :
    0 < (hessian a (α * (T - T₀)) b g 1 0 0).det ∧
    susceptibility a (α * (T - T₀)) b g 1 0 0 =
      1 / a + g ^ 2 / (a ^ 2 * α) / (T - (T₀ + g ^ 2 / (a * α))) := by
  obtain ⟨D, hD⟩ : ∃ D, D = T - (T₀ + g ^ 2 / (a * α)) := ⟨_, rfl⟩
  have hDpos : 0 < D := by rw [hD]; linarith
  have hg : a * α * (g ^ 2 / (a * α)) = g ^ 2 := by field_simp
  -- The coupling shifts the transition temperature.
  have key : a * (α * (T - T₀)) - g ^ 2 = a * α * D := by
    rw [hD]; linear_combination hg
  have hpos : 0 < a * α * D := by positivity
  obtain ⟨-, h1, h2⟩ := bilinear_susceptibility a (α * (T - T₀)) b g (by linarith)
  refine ⟨h1, ?_⟩
  have ht : α * (T - T₀) = (a * α * D + g ^ 2) / a := by
    rw [eq_div_iff ha.ne']; linear_combination key
  rw [h2, key, ← hD, ht]
  field_simp

end

end LandauPolarizationCoupling
```

Below $T_c$ the origin is no longer stable: $a=\alpha=g=1$, $T_0=0$, $T=\tfrac12$ gives determinant $-\tfrac12$ and $\chi=-1$. This is not the susceptibility of the ordered phase: for $b>0$ the minima then have $Q\ne0$, and $\chi$ has to be evaluated there. Fitting ground-state energies from an electronic-structure calculation can give $a$, $b$, $g$ and a zero-temperature value of $t$, but the rate $\alpha$ needs finite-temperature information.

```lean
#print axioms LandauPolarizationCoupling.polarization_response
#print axioms LandauPolarizationCoupling.higher_coupling_det
#print axioms LandauPolarizationCoupling.bilinear_origin_minimum
#print axioms LandauPolarizationCoupling.curie_weiss
```

```
'LandauPolarizationCoupling.polarization_response' depends on axioms: [propext, Classical.choice, Quot.sound]
'LandauPolarizationCoupling.higher_coupling_det' depends on axioms: [propext, Classical.choice, Quot.sound]
'LandauPolarizationCoupling.bilinear_origin_minimum' depends on axioms: [propext, Classical.choice, Quot.sound]
'LandauPolarizationCoupling.curie_weiss' depends on axioms: [propext, Classical.choice, Quot.sound]
```
